# The potential-energy correlation time of a Langevin harmonic mode is shortest when the friction equals the angular frequency

A Langevin thermostat with badly chosen friction wastes simulation time. If the friction is too weak, a vibrational mode exchanges energy with the bath slowly, and its potential energy remembers its old value for many periods. If it is too strong, the coordinate creeps back towards equilibrium, and the memory is long again. Either way, a run of given length contains fewer independent samples of the potential energy. For a single harmonic mode in continuous time, the problems below find the friction that makes this memory shortest.

## The mode and its correlation function

Let $g$ be the friction rate and $w$ the angular frequency, both in units of inverse time. Write $x(t)$ for the stationary position autocorrelation divided by its value at $t=0$, and $v=x'$ for its derivative. Multiply the Langevin equation by the position at time zero and average over the noise and the stationary initial state. The noise term drops out, and the initial slope is zero because position and velocity at the same instant are uncorrelated in equilibrium:

$$x''+g\,x'+w^2x=0,\qquad x(0)=1,\quad x'(0)=0.$$

The stationary position is a Gaussian process with mean zero, and the potential energy is proportional to its square. The autocorrelation of the potential energy's fluctuations about their mean, divided by its value at $t=0$, is therefore $x(t)^2$. Its time integral is the correlation time $\tau$, in the convention without a factor of 2. This passage from the stochastic equation to $x$ and $x^2$ is the physical input; the formal work starts from the differential equation.

```lean
import Mathlib

open Filter Topology
open scoped Matrix.Norms.Operator

namespace LangevinPotentialCorrelation

noncomputable section
```

The structure `DampedMode g w x v` states that equation as a first-order system with its initial data. The equation is imposed at all real times, so for $t<0$ the function $x$ is the continued solution and not the even extension of a correlation function. Only $t\ge 0$ enters the correlation time.

```lean
/-- The normalised position correlation `x` of a harmonic mode of frequency `w` under friction `g`,
with derivative `v`: it obeys `x'' + g x' + w² x = 0`, `x(0) = 1`, `x'(0) = 0`. -/
structure DampedMode (g w : ℝ) (x v : ℝ → ℝ) : Prop where
  pos_deriv : ∀ t, HasDerivAt x (v t) t
  vel_deriv : ∀ t, HasDerivAt v (-(g * v t) - w ^ 2 * x t) t
  pos_zero : x 0 = 1
  vel_zero : v 0 = 0
```

The decay proof uses a modified energy,

$$V=v^2+w^2x^2+g\,xv+\tfrac{g^2}{2}x^2.$$

In the Lean definition, `x` and `v` are numbers, the values at one instant.

```lean
/-- An energy-like quadratic form in position and velocity, with a cross term proportional to the
friction. -/
def modifiedEnergy (g w x v : ℝ) : ℝ :=
  v ^ 2 + w ^ 2 * x ^ 2 + g * (x * v) + g ^ 2 / 2 * x ^ 2
```

The system is linear, and its matrix is written to act on the row vector $(x,v)$ from the right:

$$(x,v)\begin{pmatrix}0&-w^2\\1&-g\end{pmatrix}=(v,\,-w^2x-gv).$$

```lean
/-- The drift matrix of the damped oscillator, acting on row vectors (position, velocity). -/
def driftMatrix (g w : ℝ) : Matrix (Fin 2) (Fin 2) ℝ := !![0, -w ^ 2; 1, -g]
```

## (a) A solution for every friction and frequency

**Task.** Show that the equation with the given initial data has a solution for all real $g$ and $w$.

**Solution.** Call the matrix above $M$. Since $\frac{d}{dt}e^{tM}=e^{tM}M$, each row of $e^{tM}$ obeys the row-vector equation. At $t=0$ the exponential is the identity, whose first row is $(1,0)$. The first row of $e^{tM}$ is therefore the required pair $(x,v)$.

In Lean, rows and columns are counted from 0, so $x$ is entry `0 0` and $v$ is entry `0 1`. The step `key` differentiates a single entry of the exponential; expanding the matrix product then gives the two equations of motion.

```lean
/-- For every friction and frequency the damped oscillator equation has a solution with the
prescribed initial data, given by the first row of the exponential of the drift matrix. -/
theorem dampedMode_witness (g w : ℝ) :
    DampedMode g w (fun t => (NormedSpace.exp (t • driftMatrix g w)) 0 0)
      (fun t => (NormedSpace.exp (t • driftMatrix g w)) 0 1) := by
  have key : ∀ (i j : Fin 2) (t : ℝ),
      HasDerivAt (fun s : ℝ => (NormedSpace.exp (s • driftMatrix g w)) i j)
        ((NormedSpace.exp (t • driftMatrix g w) * driftMatrix g w) i j) t := fun i j t =>
    (LinearMap.toContinuousLinearMap
      (Matrix.entryLinearMap ℝ ℝ i j)).hasFDerivAt.comp_hasDerivAt t
        (hasDerivAt_exp_smul_const (driftMatrix g w) t)
  refine ⟨fun t => ?_, fun t => ?_, ?_, ?_⟩
  · refine (key 0 0 t).congr_deriv ?_
    rw [Matrix.mul_apply, Fin.sum_univ_two]
    simp [driftMatrix]
  · refine (key 0 1 t).congr_deriv ?_
    rw [Matrix.mul_apply, Fin.sum_univ_two]
    simp only [driftMatrix, Matrix.of_apply, Matrix.cons_val_zero, Matrix.cons_val_one,
      Matrix.cons_val', Matrix.cons_val_fin_one]
    ring
  · simp [NormedSpace.exp_zero]
  · simp [NormedSpace.exp_zero]
```

## (b) The dissipation rate of the modified energy

**Task.** Show that $V'=-g(v^2+w^2x^2)$.

**Solution.** Insert $x'=v$ and $v'=-gv-w^2x$:

$$\begin{aligned}
(v^2+w^2x^2)'&=-2gv^2,\\
(g\,xv)'&=gv^2-g^2xv-gw^2x^2,\\
\left(\tfrac{g^2}{2}x^2\right)'&=g^2xv.
\end{aligned}$$

The $xv$ terms cancel in the sum, leaving $-gv^2-gw^2x^2$. The ordinary energy $v^2+w^2x^2$ loses nothing at instants when $v=0$; the cross term makes the loss of $V$ depend on the position too.

The Lean proof differentiates the same products and squares, and `ring` confirms the sum. No sign condition on $g$ or $w$ is needed.

```lean
/-- Friction dissipates the modified energy at the rate `g (v² + w² x²)`. -/
theorem modifiedEnergy_deriv {g w : ℝ} {x v : ℝ → ℝ} (h : DampedMode g w x v) (t : ℝ) :
    HasDerivAt (fun s => modifiedEnergy g w (x s) (v s))
      (-(g * (v t ^ 2 + w ^ 2 * x t ^ 2))) t := by
  have hx2 : HasDerivAt (fun s => x s ^ 2) (2 * x t * v t) t :=
    ((h.pos_deriv t).fun_pow 2).congr_deriv (by norm_num)
  have hv2 : HasDerivAt (fun s => v s ^ 2) (2 * v t * (-(g * v t) - w ^ 2 * x t)) t :=
    ((h.vel_deriv t).fun_pow 2).congr_deriv (by norm_num)
  have hxv := (h.pos_deriv t).fun_mul (h.vel_deriv t)
  unfold modifiedEnergy
  exact (((hv2.fun_add (hx2.const_mul (w ^ 2))).fun_add (hxv.const_mul g)).fun_add
    (hx2.const_mul (g ^ 2 / 2))).congr_deriv (by ring)
```

## (c) Exponential decay of the modified energy

**Task.** For $g,w>0$ and $t\ge0$, show that

$$V(t)\le\left(w^2+\tfrac{g^2}{2}\right)e^{-ct},\qquad c=\frac{gw^2}{2w^2+g^2}.$$

**Solution.** First compare $V$ with its dissipation rate. Expanding gives

$$(2w^2+g^2)(v^2+w^2x^2)-w^2V=w^2\left(v-\tfrac{g}{2}x\right)^2+\tfrac14g^2w^2x^2+g^2v^2+w^4x^2\ge0.$$

Multiplying by $g/(2w^2+g^2)$ yields $cV\le g(v^2+w^2x^2)$. With (b),

$$\frac{d}{dt}\left(Ve^{ct}\right)=\left(cV-g(v^2+w^2x^2)\right)e^{ct}\le0.$$

So $Ve^{ct}$ never exceeds its initial value $V(0)=w^2+g^2/2$.

In the proof, `hbound` is the comparison, with the four squares supplied to `nlinarith`; `hd` is the derivative of $Ve^{ct}$, and `hanti` is its monotonicity. The rate $c$ is a sufficient bound, with no claim that it is the true decay rate.

```lean
/-- The modified energy decays at least exponentially, with rate `g w² / (2 w² + g²)`. -/
theorem modifiedEnergy_le {g w : ℝ} {x v : ℝ → ℝ} (hg : 0 < g) (hw : 0 < w)
    (h : DampedMode g w x v) {t : ℝ} (ht : 0 ≤ t) :
    modifiedEnergy g w (x t) (v t) ≤
      (w ^ 2 + g ^ 2 / 2) * Real.exp (-(g * w ^ 2 / (2 * w ^ 2 + g ^ 2) * t)) := by
  set c := g * w ^ 2 / (2 * w ^ 2 + g ^ 2) with hc
  -- the dissipation rate controls the modified energy itself
  have hbound : ∀ s, c * modifiedEnergy g w (x s) (v s) ≤ g * (v s ^ 2 + w ^ 2 * x s ^ 2) := by
    intro s
    have h1 : w ^ 2 * modifiedEnergy g w (x s) (v s) ≤
        (v s ^ 2 + w ^ 2 * x s ^ 2) * (2 * w ^ 2 + g ^ 2) := by
      unfold modifiedEnergy
      nlinarith [sq_nonneg (w * (v s - g * x s / 2)), sq_nonneg (w * g * x s),
        sq_nonneg (g * v s), sq_nonneg (w ^ 2 * x s)]
    rw [hc, div_mul_eq_mul_div, div_le_iff₀ (by positivity)]
    calc g * w ^ 2 * modifiedEnergy g w (x s) (v s)
        = g * (w ^ 2 * modifiedEnergy g w (x s) (v s)) := by ring
      _ ≤ g * ((v s ^ 2 + w ^ 2 * x s ^ 2) * (2 * w ^ 2 + g ^ 2)) :=
          mul_le_mul_of_nonneg_left h1 hg.le
      _ = g * (v s ^ 2 + w ^ 2 * x s ^ 2) * (2 * w ^ 2 + g ^ 2) := by ring
  have hd : ∀ s, HasDerivAt (fun r => modifiedEnergy g w (x r) (v r) * Real.exp (c * r))
      ((c * modifiedEnergy g w (x s) (v s) - g * (v s ^ 2 + w ^ 2 * x s ^ 2))
        * Real.exp (c * s)) s := by
    intro s
    have he : HasDerivAt (fun r : ℝ => Real.exp (c * r)) (Real.exp (c * s) * (c * 1)) s :=
      ((hasDerivAt_id' s).const_mul c).exp
    exact ((modifiedEnergy_deriv h s).fun_mul he).congr_deriv (by ring)
  -- hence the energy times the growing exponential never increases
  have hanti : Antitone (fun r => modifiedEnergy g w (x r) (v r) * Real.exp (c * r)) := by
    refine antitone_of_deriv_nonpos (fun s => (hd s).differentiableAt) (fun s => ?_)
    rw [(hd s).deriv]
    exact mul_nonpos_of_nonpos_of_nonneg (by linarith [hbound s]) (Real.exp_pos _).le
  have h0 : modifiedEnergy g w (x t) (v t) * Real.exp (c * t) ≤ w ^ 2 + g ^ 2 / 2 := by
    have := hanti ht
    simpa [modifiedEnergy, h.pos_zero, h.vel_zero] using this
  rw [Real.exp_neg, ← div_eq_mul_inv, le_div_iff₀ (Real.exp_pos _)]
  exact h0
```

## (d) Loss of memory at long times

**Task.** For $g,w>0$, deduce that $x(t)\to0$ and $v(t)\to0$ as $t\to\infty$.

**Solution.** Completing the square gives

$$V=w^2x^2+\tfrac12(v+gx)^2+\tfrac12v^2.$$

Hence $x^2\le V/w^2$ and $v^2\le2V$. By (c), both bounds tend to zero.

Lean takes square roots of these bounds and squeezes $|x|$ and $|v|$ between zero and a vanishing function. The auxiliary limit `hlim` serves both cases, with $K=1/w^2$ for the position and $K=2$ for the derivative. Decay is thus derived from the equation and is not an extra hypothesis.

```lean
/-- With positive friction and frequency, the position correlation and its derivative tend to
zero at long times. -/
theorem dampedMode_tendsto_zero {g w : ℝ} {x v : ℝ → ℝ} (hg : 0 < g) (hw : 0 < w)
    (h : DampedMode g w x v) : Tendsto x atTop (𝓝 0) ∧ Tendsto v atTop (𝓝 0) := by
  have hc : 0 < g * w ^ 2 / (2 * w ^ 2 + g ^ 2) := by positivity
  have hexp := Real.tendsto_exp_neg_atTop_nhds_zero.comp (tendsto_id.const_mul_atTop hc)
  have hlim : ∀ K : ℝ, Tendsto (fun t => √(K * ((w ^ 2 + g ^ 2 / 2) *
      Real.exp (-(g * w ^ 2 / (2 * w ^ 2 + g ^ 2) * t))))) atTop (𝓝 0) := by
    intro K
    have h1 := ((hexp.const_mul (w ^ 2 + g ^ 2 / 2)).const_mul K).sqrt
    rw [mul_zero, mul_zero, Real.sqrt_zero] at h1
    exact h1
  constructor
  · refine squeeze_zero_norm' ?_ (hlim (1 / w ^ 2))
    filter_upwards [eventually_ge_atTop 0] with t ht
    refine Real.abs_le_sqrt ?_
    have hV := modifiedEnergy_le hg hw h ht
    rw [one_div_mul_eq_div, le_div_iff₀ (by positivity)]
    refine le_trans ?_ hV
    unfold modifiedEnergy
    nlinarith [sq_nonneg (v t + g * x t), sq_nonneg (v t)]
  · refine squeeze_zero_norm' ?_ (hlim 2)
    filter_upwards [eventually_ge_atTop 0] with t ht
    refine Real.abs_le_sqrt ?_
    have hV := modifiedEnergy_le hg hw h ht
    refine le_trans ?_ (mul_le_mul_of_nonneg_left hV (by norm_num))
    unfold modifiedEnergy
    nlinarith [sq_nonneg (v t + g * x t), sq_nonneg (w * x t)]
```

## (e) The integral up to a finite time

**Task.** For $g,w>0$ and any real $T$, show that

$$\int_0^Tx^2\,dt=\frac12\left(\frac1g+\frac g{w^2}\right)-\frac1{w^2}\left[xv+\frac g2x^2+\frac{v^2+w^2x^2}{2g}\right]_{t=T}.$$

**Solution.** Call the expression in brackets $B(t)$. Its first two terms have derivative

$$\left(xv+\tfrac g2x^2\right)'=v^2-gxv-w^2x^2+gxv=v^2-w^2x^2,$$

and the last has derivative $-2gv^2/(2g)=-v^2$. Therefore $B'=-w^2x^2$, and $-B/w^2$ is an antiderivative of $x^2$. At the start $B(0)=g/2+w^2/(2g)$, so

$$\int_0^Tx^2\,dt=\frac{B(0)-B(T)}{w^2},$$

which is the stated formula.

The Lean step `hF` verifies the antiderivative. Continuity of $x$ supplies integrability, and the fundamental theorem of calculus does the rest.

```lean
/-- The time integral of the squared position correlation up to a finite time `T`, in terms of
the position correlation and its derivative at `T`. -/
theorem integral_sq_eq {g w : ℝ} {x v : ℝ → ℝ} (hg : 0 < g) (hw : 0 < w)
    (h : DampedMode g w x v) (T : ℝ) :
    ∫ t in (0 : ℝ)..T, x t ^ 2 = (1 / g + g / w ^ 2) / 2 -
      (x T * v T + g / 2 * x T ^ 2 + (v T ^ 2 + w ^ 2 * x T ^ 2) / (2 * g)) / w ^ 2 := by
  have hF : ∀ t, HasDerivAt (fun s => -((x s * v s + g / 2 * x s ^ 2 +
      (v s ^ 2 + w ^ 2 * x s ^ 2) / (2 * g)) / w ^ 2)) (x t ^ 2) t := by
    intro t
    have hx2 : HasDerivAt (fun s => x s ^ 2) (2 * x t * v t) t :=
      ((h.pos_deriv t).fun_pow 2).congr_deriv (by norm_num)
    have hv2 : HasDerivAt (fun s => v s ^ 2) (2 * v t * (-(g * v t) - w ^ 2 * x t)) t :=
      ((h.vel_deriv t).fun_pow 2).congr_deriv (by norm_num)
    have hxv := (h.pos_deriv t).fun_mul (h.vel_deriv t)
    refine ((((hxv.fun_add (hx2.const_mul (g / 2))).fun_add
      ((hv2.fun_add (hx2.const_mul (w ^ 2))).div_const (2 * g))).div_const
        (w ^ 2)).fun_neg).congr_deriv ?_
    field_simp
    ring
  have hcont : Continuous x :=
    continuous_iff_continuousAt.2 fun t => (h.pos_deriv t).continuousAt
  rw [intervalIntegral.integral_eq_sub_of_hasDerivAt (fun t _ => hF t)
    ((hcont.pow 2).intervalIntegrable 0 T), h.pos_zero, h.vel_zero]
  field_simp
  ring
```

## (f) The correlation time

**Task.** For $g,w>0$, show that

$$\tau=\lim_{T\to\infty}\int_0^Tx^2\,dt=\frac12\left(\frac1g+\frac g{w^2}\right).$$

**Solution.** Every term of $B(T)$ is quadratic in $x(T)$ and $v(T)$, which vanish by (d). The remainder in (e) disappears and the constant is left.

The formal statement says that the finite-time integral, as a function of $T$, tends to this value along `atTop`. Its proof combines the limits of $x$ and $v$ term by term, then replaces the resulting expression by the integral using (e).

```lean
/-- The potential-energy correlation time of a Langevin harmonic mode, the long-time limit of
`∫₀ᵀ x²`, equals `(1/g + g/w²)/2`. -/
theorem potential_correlation_time {g w : ℝ} {x v : ℝ → ℝ} (hg : 0 < g) (hw : 0 < w)
    (h : DampedMode g w x v) :
    Tendsto (fun T => ∫ t in (0 : ℝ)..T, x t ^ 2) atTop (𝓝 ((1 / g + g / w ^ 2) / 2)) := by
  obtain ⟨hx, hv⟩ := dampedMode_tendsto_zero hg hw h
  -- the remainder at time T is quadratic in quantities that vanish
  have key := (((hx.mul hv).add ((hx.pow 2).const_mul (g / 2))).add
    (((hv.pow 2).add ((hx.pow 2).const_mul (w ^ 2))).div_const (2 * g))).div_const (w ^ 2)
  have key2 := key.const_sub ((1 / g + g / w ^ 2) / 2)
  have e : (1 / g + g / w ^ 2) / 2 - ((0 : ℝ) * 0 + g / 2 * 0 ^ 2 +
      (0 ^ 2 + w ^ 2 * 0 ^ 2) / (2 * g)) / w ^ 2 = (1 / g + g / w ^ 2) / 2 := by simp
  rw [e] at key2
  exact key2.congr fun T => (integral_sq_eq hg hw h T).symm
```

## (g) The best friction

**Task.** At fixed $w>0$, show that $\tau\ge1/w$ for every $g>0$, with equality exactly when $g=w$.

**Solution.** Subtract the proposed minimum:

$$\tau-\frac1w=\frac{w^2+g^2-2gw}{2gw^2}=\frac{(g-w)^2}{2gw^2}\ge0.$$

The right-hand side vanishes only at $g=w$. By (a) a solution exists at that friction, so the minimum is attained.

In Lean, `τ` is any number to which the finite-time integrals converge. Uniqueness of limits identifies it with the value in (f), `hdiff` is the formula for $\tau-1/w$ above, and the two directions of the equivalence follow from it.

For thermostat practice, this gives a reference friction for one harmonic mode whose potential energy is to be sampled efficiently. It does not treat anharmonic forces, time-step errors, other observables, or a single friction shared by modes of different frequencies.

```lean
/-- The potential-energy correlation time is never below `1/w`, and it equals `1/w` exactly when
the friction `g` equals the frequency `w`. -/
theorem optimal_friction {g w τ : ℝ} {x v : ℝ → ℝ} (hg : 0 < g) (hw : 0 < w)
    (h : DampedMode g w x v)
    (hτ : Tendsto (fun T => ∫ t in (0 : ℝ)..T, x t ^ 2) atTop (𝓝 τ)) :
    1 / w ≤ τ ∧ (τ = 1 / w ↔ g = w) := by
  have hval := tendsto_nhds_unique hτ (potential_correlation_time hg hw h)
  -- the excess over the optimum is a square divided by a positive number
  have hdiff : τ - 1 / w = (g - w) ^ 2 / (2 * g * w ^ 2) := by
    rw [hval]
    field_simp
    ring
  have hnonneg : 0 ≤ (g - w) ^ 2 / (2 * g * w ^ 2) := by positivity
  refine ⟨by linarith, fun he => ?_, fun he => ?_⟩
  · rw [he, sub_self] at hdiff
    have hden : 2 * g * w ^ 2 ≠ 0 := by positivity
    have hsq : (g - w) ^ 2 = 0 := (div_eq_zero_iff.1 hdiff.symm).resolve_right hden
    exact sub_eq_zero.1 (pow_eq_zero_iff (two_ne_zero)|>.1 hsq)
  · have hz : (g - w) ^ 2 / (2 * g * w ^ 2) = 0 := by simp [he]
    linarith

end

end LangevinPotentialCorrelation
```

```lean
#print axioms LangevinPotentialCorrelation.potential_correlation_time
#print axioms LangevinPotentialCorrelation.optimal_friction
```

```
'LangevinPotentialCorrelation.potential_correlation_time' depends on axioms: [propext, Classical.choice, Quot.sound]
'LangevinPotentialCorrelation.optimal_friction' depends on axioms: [propext, Classical.choice, Quot.sound]
```

## Extreme frictions and a worked value

At $g=0$ the solution is $x=\cos wt$, and $\int_0^Tx^2\,dt$ grows like $T/2$: without friction there is no finite correlation time. For small positive $g$ the formula behaves as $1/(2g)$, and for large $g$ as $g/(2w^2)$, so $\tau$ diverges at both ends.

Now take $w=1$. The best friction $g=1$ gives $\tau=1$. Critical damping, $g=2$, gives $\tau=\frac12\left(\frac12+2\right)=1.25$, which is 25% longer. Here the solution is simple enough for a direct check: $x=(1+t)e^{-t}$, and

$$\int_0^\infty(1+2t+t^2)e^{-2t}\,dt=\frac12+\frac12+\frac14=1.25.$$

The weaker friction $g=\frac12$ also gives $1.25$, because the formula is unchanged when $g$ is replaced by $w^2/g$.
